# The Shuttleworth relation: surface stress from surface energy and its strain derivative

Take a surface with a single strain component e, so that a piece of unstrained length 1 has length 1 + e. Let g(e) be the surface energy per unit of current length. The energy of the piece is

W(e) = g(e)(1 + e),

and its slope at e = 0 is

W′(0) = g(0) + g′(0).

The first term is the cost of having more surface, and the second is the change in the cost of each unit of surface. A liquid has only the first term: when its surface is stretched, molecules arrive from the bulk and the new surface is like the old. In a solid strained elastically the surface atoms stay the same and move apart, so g itself may change.

## The derivative along an arbitrary strain

Let ε be a real n × n matrix of surface strains that maps a surface vector x to (1 + ε)x. A physical surface has n = 2. For small strains det(1 + ε) is positive and is the factor by which the area changes, so the energy per unit unstrained area is

W(ε) = g(ε) det(1 + ε).

Assume that g is differentiable at ε = 0, which means physically that the surface responds smoothly to small strains, and write Dg(0)h for its derivative applied to a matrix h. The claim is that, for every h,

d/dt W(th) at t = 0 equals g(0) tr h + Dg(0)h.

Start with the determinant, written as a sum over permutations. The identity permutation contributes

∏ᵢ (1 + t hᵢᵢ) = 1 + t tr h + O(t²).

Any other permutation moves at least two indices, so its term contains at least two off-diagonal factors t hᵢⱼ and is O(t²). Hence

det(1 + th) = 1 + t tr h + O(t²).

Differentiability of g gives

g(th) = g(0) + t Dg(0)h + o(t).

Multiplying the two expansions and collecting the terms linear in t gives the claim.

## Stress components and what symmetry does to them

Let Eᵢⱼ be the matrix with 1 in position (i, j) and 0 elsewhere. The surface stress fᵢⱼ is defined as the derivative of W(tEᵢⱼ) at t = 0. Since tr Eᵢⱼ = δᵢⱼ,

fᵢⱼ = g(0) δᵢⱼ + Dg(0)Eᵢⱼ.

Writing h = Σᵢⱼ hᵢⱼ Eᵢⱼ and using linearity,

Σᵢⱼ fᵢⱼ hᵢⱼ = g(0) tr h + Dg(0)h,

so the stress contracted with any strain gives the rate of change of the energy.

For constant g = γ the stress is γ times the identity. For differentiable g, the stress equals g(0) times the identity exactly when Dg(0)Eᵢⱼ = 0 for all i, j, which by linearity means Dg(0) = 0. If g(ε) = γ + Σᵢⱼ τᵢⱼ εᵢⱼ, then Dg(0)Eᵢⱼ = τᵢⱼ and the stress is γ1 + τ. For a physical surface τ is symmetric, because a rigid rotation costs no energy. Two surfaces with the same energy γ can therefore have different stresses.

A solid can still have an isotropic stress. Let n = 2, number the axes 0 and 1, and let Q be the quarter turn. Suppose that g(QεQᵀ) = g(ε), as on a crystal face with a fourfold axis, and g(εᵀ) = g(ε), which holds when g depends only on the symmetric part of ε. Then Dg(0) has the same two invariances. Direct multiplication gives

QE₀₀Qᵀ = E₁₁ and QE₀₁Qᵀ = −E₁₀.

The first equation makes the diagonal values of Dg(0) equal. The second gives Dg(0)E₀₁ = −Dg(0)E₁₀, while transposition gives Dg(0)E₀₁ = Dg(0)E₁₀, so both vanish. The stress is a multiple of the identity, though the multiple need not be g(0).

## A worked number and a slab calculation

Take, for illustration, g(ε) = 1.0 + 0.5 ε₀₀ − 1.2 ε₁₁ in J/m². The formula gives f₀₀ = 1.5 J/m², f₁₁ = −0.2 J/m² and no shear components. As a check, stretch along axis 0 by t = ±0.01:

W(+0.01) = 1.005 × 1.01 = 1.01505

W(−0.01) = 0.995 × 0.99 = 0.98505

(1.01505 − 0.98505)/0.02 = 1.5

The surface energy is positive, yet f₁₁ is negative: stretching along axis 1 lowers the energy.

The same central difference can be used in an electronic-structure calculation, within this first-order description of a smoothly strained surface. One applies the in-plane strains ±δh to a slab whose two faces stay equivalent under them, subtracts the energy of the same amount of bulk at the same in-plane strain, and halves the result to obtain the energy of one face. If the slab is free to relax along its normal, the bulk must be too. Subtracting the face energy at −δh from that at +δh and dividing by 2δ and by the unstrained area of the face gives Σᵢⱼ fᵢⱼ hᵢⱼ, up to the error of the finite difference. This is f₀₀ for a stretch along axis 0 alone (h = E₀₀) and f₀₀ + f₁₁ for an equal stretch along both axes (h = 1). If each energy is divided by its own strained area first, the difference gives only the Dg(0) term, and g(0) tr h has to be added.

## Energy, area and stress as Lean definitions

The index type `n` is any finite type, and strains are arbitrary real matrices, not necessarily symmetric. An off-diagonal Eᵢⱼ is thus a simple shear, which includes a small rotation. Differentiability needs a norm on matrices; the one chosen here is the largest absolute entry, and in finite dimension any other gives the same derivative.

```lean
import Mathlib

open Matrix

namespace SurfaceStress

noncomputable section

attribute [local instance] Matrix.normedAddCommGroup Matrix.normedSpace

variable {n : Type*} [Fintype n] [DecidableEq n]
```

The area factor is the determinant of 1 + ε.

```lean
/-- Signed ratio of the strained to the unstrained area element for the surface strain `ε`; it is
positive for small strains. -/
def areaRatio (ε : Matrix n n ℝ) : ℝ := (1 + ε).det
```

The function `g` is the energy per unit strained area, and `excessEnergy` is W. Nothing is said about how `g` arises from atoms or electrons.

```lean
/-- Surface energy per unit unstrained area, where `g` is the energy per unit strained area and the
area ratio is positive, as it is for small strains. -/
def excessEnergy (g : Matrix n n ℝ → ℝ) (ε : Matrix n n ℝ) : ℝ := g ε * areaRatio ε
```

The stress is defined by differentiating W, so the Shuttleworth formula remains something to prove. Lean's `deriv` returns 0 where no derivative exists; the theorems below establish the derivatives they use.

```lean
/-- Surface stress: the derivative at zero strain of the energy per unit unstrained area
with respect to each strain component. -/
def surfaceStress (g : Matrix n n ℝ → ℝ) : Matrix n n ℝ :=
  Matrix.of fun i j => deriv (fun t : ℝ => excessEnergy g (t • Matrix.single i j 1)) 0
```

## Proof of the relation along a strain line

Mathlib supplies the determinant expansion as an exact identity, with remainder p(t)t² for a polynomial p. In the proof, `h1` differentiates the part 1 + t tr h and `h2` the remainder, whose derivative vanishes at t = 0.

```lean
/-- To first order in the strain, the area ratio changes by the trace of the strain. -/
theorem hasDerivAt_areaRatio (h : Matrix n n ℝ) :
    HasDerivAt (fun t : ℝ => areaRatio (t • h)) h.trace 0 := by
  -- the determinant is 1 + t tr h plus a polynomial multiple of t²
  obtain ⟨p, hp⟩ : ∃ p : Polynomial ℝ, ∀ t : ℝ,
      areaRatio (t • h) = 1 + h.trace * t + p.eval t * t ^ 2 :=
    ⟨_, fun t => Matrix.det_one_add_smul t h⟩
  simp only [hp]
  have h1 := ((hasDerivAt_id (0 : ℝ)).const_mul h.trace).const_add 1
  have h2 := (p.hasDerivAt 0).fun_mul (hasDerivAt_pow 2 (0 : ℝ))
  refine (h1.fun_add h2).congr_deriv ?_
  simp
```

The product rule comes next. It needs only a slope `d` of `g` along the one line th.

```lean
/-- If `g` has slope `d` along the strain path `t h`, the energy per unit unstrained area has slope
`g(0) tr h + d` along it, both slopes being taken at `t = 0`. -/
theorem hasDerivAt_excessEnergy {g : Matrix n n ℝ → ℝ} {h : Matrix n n ℝ} {d : ℝ}
    (hd : HasDerivAt (fun t : ℝ => g (t • h)) d 0) :
    HasDerivAt (fun t : ℝ => excessEnergy g (t • h)) (g 0 * h.trace + d) 0 := by
  refine (hd.fun_mul (hasDerivAt_areaRatio h)).congr_deriv ?_
  simp only [zero_smul, areaRatio, add_zero, Matrix.det_one]
  ring
```

Differentiability at zero provides that slope, with `fderiv ℝ g 0 h` standing for Dg(0)h.

```lean
omit [DecidableEq n] in
/-- If `g` is differentiable at zero, its slope at `t = 0` along the strain path `t h` is its
derivative at zero applied to `h`. -/
theorem hasDerivAt_line {g : Matrix n n ℝ → ℝ} (hg : DifferentiableAt ℝ g 0)
    (h : Matrix n n ℝ) : HasDerivAt (fun t : ℝ => g (t • h)) (fderiv ℝ g 0 h) 0 := by
  have := hg.hasFDerivAt.hasLineDerivAt h
  simp only [HasLineDerivAt, zero_add] at this
  exact this
```

Combining the two lemmas gives the main theorem, stated with the product g(th) det(1 + th) written out. `HasDerivAt` says that the derivative at t = 0 exists and has the given value.

```lean
/-- Shuttleworth relation: the energy per unit unstrained area changes along the strain `h` at the
rate `g(0) tr h + Dg(0) h` at zero strain, if `g` is differentiable there. -/
theorem shuttleworth {g : Matrix n n ℝ → ℝ} (hg : DifferentiableAt ℝ g 0)
    (h : Matrix n n ℝ) :
    HasDerivAt (fun t : ℝ => g (t • h) * (1 + t • h).det)
      (g 0 * h.trace + fderiv ℝ g 0 h) 0 :=
  hasDerivAt_excessEnergy (hasDerivAt_line hg h)
```

## Components and work

The matrix `Matrix.single i j 1` is Eᵢⱼ, and its trace is the (i, j) entry of the identity.

```lean
/-- The trace of an elementary strain is the matching entry of the identity matrix. -/
private theorem trace_elementary (i j : n) :
    (Matrix.single i j (1 : ℝ)).trace = (1 : Matrix n n ℝ) i j := by
  rcases eq_or_ne i j with rfl | hij
  · simp
  · simp [hij]
```

Applying `shuttleworth` to this matrix gives the component formula.

```lean
/-- Shuttleworth relation in components: the surface stress is the surface energy times the
identity plus the strain derivative of the surface energy. -/
theorem surfaceStress_apply {g : Matrix n n ℝ → ℝ} (hg : DifferentiableAt ℝ g 0) (i j : n) :
    surfaceStress g i j
      = g 0 * (1 : Matrix n n ℝ) i j + fderiv ℝ g 0 (Matrix.single i j 1) := by
  rw [← trace_elementary]
  exact (shuttleworth hg (Matrix.single i j 1)).deriv
```

The next lemma is the expansion of h in elementary strains, pushed through a linear map.

```lean
/-- A linear function of the strain is the sum of its values on elementary strains, weighted
by the strain components. -/
private theorem expand (L : Matrix n n ℝ →L[ℝ] ℝ) (h : Matrix n n ℝ) :
    L h = ∑ i, ∑ j, L (Matrix.single i j 1) * h i j := by
  conv_lhs => rw [Matrix.matrix_eq_sum_single h]
  simp only [map_sum]
  refine Finset.sum_congr rfl fun i _ => Finset.sum_congr rfl fun j _ => ?_
  have hs : Matrix.single i j (h i j) = h i j • Matrix.single i j (1 : ℝ) := by
    simp [Matrix.smul_single]
  rw [hs, map_smul, smul_eq_mul, mul_comm]
```

With it, the contraction of stress and strain is recognised as the energy derivative. The sum splits into the identity part, which `hT` turns into g(0) tr h, and the part that `expand` reassembles into Dg(0)h.

```lean
/-- If `g` is differentiable at zero strain, the rate of change there of the energy per unit
unstrained area along any strain `h` is the surface stress contracted with `h`. -/
theorem stress_work {g : Matrix n n ℝ → ℝ} (hg : DifferentiableAt ℝ g 0)
    (h : Matrix n n ℝ) :
    HasDerivAt (fun t : ℝ => excessEnergy g (t • h))
      (∑ i, ∑ j, surfaceStress g i j * h i j) 0 := by
  refine (hasDerivAt_excessEnergy (hasDerivAt_line hg h)).congr_deriv ?_
  have hT : ∑ i, ∑ j, g 0 * (1 : Matrix n n ℝ) i j * h i j = g 0 * h.trace := by
    simp [Matrix.one_apply, Matrix.trace, Finset.mul_sum]
  simp only [surfaceStress_apply hg, add_mul, Finset.sum_add_distrib]
  rw [hT, ← expand]
```

## Liquids, stationary energies and affine energies

In the equivalence, the forward direction compares entries to find that Dg(0) vanishes on every Eᵢⱼ, then uses `expand` to conclude that it vanishes on every h. The reverse direction substitutes Dg(0) = 0 into the component formula.

```lean
/-- For a differentiable surface energy, the surface stress is the surface energy times the
identity exactly when the surface energy is stationary at zero strain. -/
theorem stress_eq_energy_iff {g : Matrix n n ℝ → ℝ} (hg : DifferentiableAt ℝ g 0) :
    surfaceStress g = g 0 • (1 : Matrix n n ℝ) ↔ fderiv ℝ g 0 = 0 := by
  constructor
  · intro H
    have hz : ∀ i j, fderiv ℝ g 0 (Matrix.single i j 1) = 0 := by
      intro i j
      have hij := congrFun (congrFun H i) j
      rw [surfaceStress_apply hg, Matrix.smul_apply, smul_eq_mul] at hij
      linarith
    refine ContinuousLinearMap.ext fun h => ?_
    rw [expand]
    simp [hz]
  · intro H
    ext i j
    rw [surfaceStress_apply hg, H]
    simp
```

A liquid is represented by a constant function. Its slope along any line is zero, so only the area term survives.

```lean
/-- A liquid, whose surface energy `γ` does not depend on strain, has the isotropic surface
stress `γ` times the identity. -/
theorem liquid_stress (γ : ℝ) :
    surfaceStress (fun _ : Matrix n n ℝ => γ) = γ • (1 : Matrix n n ℝ) := by
  ext i j
  have h := hasDerivAt_excessEnergy (g := fun _ : Matrix n n ℝ => γ)
    (h := Matrix.single i j 1) (hasDerivAt_const (0 : ℝ) γ)
  refine h.deriv.trans ?_
  rw [trace_elementary, add_zero, Matrix.smul_apply, smul_eq_mul]
```

For the affine energy, `hs` shows that the double sum evaluated on tEᵢⱼ collapses to τᵢⱼt. The slope is therefore τᵢⱼ, and the product-rule lemma adds γδᵢⱼ.

```lean
/-- A surface energy `γ + ∑ τ_ij ε_ij`, affine in the strain, has surface stress
`γ` times the identity plus `τ`. -/
theorem affine_stress (γ : ℝ) (τ : Matrix n n ℝ) :
    surfaceStress (fun ε => γ + ∑ k, ∑ l, τ k l * ε k l) = γ • (1 : Matrix n n ℝ) + τ := by
  ext i j
  -- an elementary strain picks out one coefficient
  have hs : ∀ t : ℝ, ∑ k, ∑ l, τ k l * (t • Matrix.single i j (1 : ℝ)) k l = τ i j * t := by
    intro t
    refine (Finset.sum_eq_single i ?_ ?_).trans ((Finset.sum_eq_single j ?_ ?_).trans ?_)
    · intro k _ hk
      exact Finset.sum_eq_zero fun l _ => by simp [hk.symm]
    · simp
    · intro l _ hl
      simp [hl.symm]
    · simp
    · simp
  have hd : HasDerivAt (fun t : ℝ =>
      γ + ∑ k, ∑ l, τ k l * (t • Matrix.single i j (1 : ℝ)) k l) (τ i j) 0 := by
    simp only [hs]
    exact (((hasDerivAt_id (0 : ℝ)).const_mul (τ i j)).const_add γ).congr_deriv (mul_one _)
  have h := hasDerivAt_excessEnergy (g := fun ε => γ + ∑ k, ∑ l, τ k l * ε k l) hd
  refine h.deriv.trans ?_
  rw [trace_elementary]
  simp
```

## Isotropic stress on a fourfold surface

The quarter turn is written as an explicit 2 × 2 matrix.

```lean
/-- Rotation of the surface plane by a quarter turn. -/
def quarterTurn : Matrix (Fin 2) (Fin 2) ℝ := !![0, -1; 1, 0]
```

The hypotheses `hrot` and `hsym` are the two invariances of `g`, required for all strains. An energy that is unchanged by finite rotations of the strained surface need not satisfy `hsym` beyond first order in ε. The theorem can then be applied to the function that evaluates `g` at the symmetric part of ε, which has the same value and derivative at zero and so the same stress. The steps `r` and `s` transfer the two invariances to Dg(0): `g` takes the same values along the two strain lines being compared, and a function has only one derivative at a point. The products QE₀₀Qᵀ and QE₀₁Qᵀ and the transpose of E₀₁ are computed entry by entry in `m1`, `m2` and `m3`. The resulting linear equations give `z1` and `z2`, the vanishing of the shear terms. The conclusion uses the component `surfaceStress g 0 0` as the common diagonal value.

```lean
/-- If the surface energy of a two-dimensional surface is differentiable at zero strain and is
unchanged by a quarter turn and by transposing the strain, its surface stress is a multiple of the
identity. -/
theorem fourfold_isotropic {g : Matrix (Fin 2) (Fin 2) ℝ → ℝ} (hg : DifferentiableAt ℝ g 0)
    (hrot : ∀ ε, g (quarterTurn * ε * quarterTurnᵀ) = g ε) (hsym : ∀ ε, g εᵀ = g ε) :
    surfaceStress g = surfaceStress g 0 0 • (1 : Matrix (Fin 2) (Fin 2) ℝ) := by
  -- the derivative at zero strain inherits both symmetries
  have r : ∀ h, fderiv ℝ g 0 (quarterTurn * h * quarterTurnᵀ) = fderiv ℝ g 0 h := by
    intro h
    refine (hasDerivAt_line hg _).unique ?_
    have e : ∀ t : ℝ, g (t • (quarterTurn * h * quarterTurnᵀ)) = g (t • h) := by
      intro t
      rw [← hrot (t • h), Matrix.mul_smul, Matrix.smul_mul]
    simpa only [e] using hasDerivAt_line hg h
  have s : ∀ h, fderiv ℝ g 0 hᵀ = fderiv ℝ g 0 h := by
    intro h
    refine (hasDerivAt_line hg _).unique ?_
    have e : ∀ t : ℝ, g (t • hᵀ) = g (t • h) := by
      intro t
      rw [← hsym (t • h), Matrix.transpose_smul]
    simpa only [e] using hasDerivAt_line hg h
  have m1 : quarterTurn * Matrix.single 0 0 1 * quarterTurnᵀ = Matrix.single 1 1 1 := by
    ext i j
    fin_cases i <;> fin_cases j <;>
      simp [quarterTurn, Matrix.mul_apply, Matrix.vecMul, dotProduct, Fin.sum_univ_succ,
        Matrix.single_apply]
  have m2 : quarterTurn * Matrix.single 0 1 1 * quarterTurnᵀ = -Matrix.single 1 0 1 := by
    ext i j
    fin_cases i <;> fin_cases j <;>
      simp [quarterTurn, Matrix.mul_apply, Matrix.vecMul, dotProduct, Fin.sum_univ_succ,
        Matrix.single_apply]
  have m3 : (Matrix.single 0 1 1 : Matrix (Fin 2) (Fin 2) ℝ)ᵀ = Matrix.single 1 0 1 := by
    ext i j
    fin_cases i <;> fin_cases j <;> simp
  have d1 := r (Matrix.single 0 0 1)
  have d2 := r (Matrix.single 0 1 1)
  have d3 := s (Matrix.single 0 1 1)
  rw [m1] at d1
  rw [m2, map_neg] at d2
  rw [m3] at d3
  -- so the shear components vanish and the diagonal ones agree
  have z1 : fderiv ℝ g 0 (Matrix.single 0 1 1) = 0 := by linarith
  have z2 : fderiv ℝ g 0 (Matrix.single 1 0 1) = 0 := by linarith
  ext i j
  rw [Matrix.smul_apply, surfaceStress_apply hg, surfaceStress_apply hg]
  fin_cases i <;> fin_cases j <;> simp [d1, z1, z2]

end

end SurfaceStress
```

```lean
#print axioms SurfaceStress.surfaceStress_apply
-- 'SurfaceStress.surfaceStress_apply' depends on axioms: [propext, Classical.choice, Quot.sound]
#print axioms SurfaceStress.stress_work
-- 'SurfaceStress.stress_work' depends on axioms: [propext, Classical.choice, Quot.sound]
#print axioms SurfaceStress.affine_stress
-- 'SurfaceStress.affine_stress' depends on axioms: [propext, Classical.choice, Quot.sound]
#print axioms SurfaceStress.fourfold_isotropic
-- 'SurfaceStress.fourfold_isotropic' depends on axioms: [propext, Classical.choice, Quot.sound]
```
